# A coupling integrand on [0,1] is nonincreasing exactly when a one-parameter variational family realises it

Scale the electron–electron repulsion by a coupling l that runs from 0 to 1, and hold the electron density fixed. At each l, the state of interest minimises the kinetic energy plus l times the repulsion energy. Let W(l) be the repulsion energy of that state. As l grows, repulsion costs more, and the minimising state responds by lowering it or leaving it unchanged, so W is nonincreasing. The integral of W over the coupling, from 0 to 1, gives the Hartree energy plus the exchange–correlation energy, which is why models of W are used in constructing hybrid functionals.

A model integrand is usually written down directly, without any states behind it. If it is nonincreasing, is there a variational problem that it comes from? For a family of trial states with a single label, described only by their energies, the answer is yes, even when W has jumps.

```lean
import Mathlib

open Set

namespace CouplingMonotonicityConverse

noncomputable section
```

## Energies of the trial family

Label the trial states by x in [0,1], and let W(x) be the interaction energy of state x. The first ingredient is the coupling integral

F(x) = ∫₀ˣ W(s) ds.

```lean
/-- The coupling-constant integral of the integrand `W` from zero coupling to coupling `x`. -/
def couplingIntegral (W : ℝ → ℝ) (x : ℝ) : ℝ := ∫ s in (0 : ℝ)..x, W s
```

Each state also needs an energy that doesn't depend on the coupling. To guess it, suppose that state l is optimal at coupling l, with total energy E(l) = T(l) + l W(l). If everything is smooth, the Hellmann–Feynman theorem gives E′(l) = W(l), hence E(l) = E(0) + F(l). With the constant set to zero, this suggests the candidate

K(x) = F(x) − x W(x).

```lean
/-- The coupling-independent energy `T(x) = F(x) - x W(x)` built from the integrand `W`. -/
def kineticPart (W : ℝ → ℝ) (x : ℝ) : ℝ := couplingIntegral W x - x * W x
```

In Lean, K is `kineticPart W`. In the fixed-density problem it corresponds to the kinetic energy measured from that of the noninteracting state, since K(0) = 0.

The variational requirement on a general pair T, W is that, for all l and x in [0,1],

T(l) + l W(l) ≤ T(x) + l W(x).

```lean
/-- Among trial states labelled by `x ∈ [0,1]`, with energy `T x + l * W x` at coupling `l`,
the state labelled `l` has the lowest energy, for every `l ∈ [0,1]`. -/
def Realises (T W : ℝ → ℝ) : Prop :=
  ∀ l ∈ Icc (0 : ℝ) 1, ∀ x ∈ Icc (0 : ℝ) 1, T l + l * W l ≤ T x + l * W x
```

`Realises T W` is this inequality with both quantifiers written out. `T` and `W` are real functions on the whole line, but only their values on `Icc 0 1`, the closed interval, are constrained. There are no wavefunctions, no Hamiltonian and no density in the definition, and the competition is only among the labelled states. True fixed-density minimisers, where they exist at every coupling, satisfy the requirement, because they win against a larger set of competitors. In the other direction, a pair that satisfies it need not come from any system of electrons.

## A line above the coupling integral

Let W be nonincreasing on [0,1]. Then for x and l in [0,1], in either order,

F(l) − F(x) ≤ (l − x) W(x).

The left side is the integral of W from x to l. If x ≤ l, then W(s) ≤ W(x) for every s in [x,l], and integrating gives the bound. If l ≤ x, then W(s) ≥ W(x) on [l,x], so

∫ₗˣ W(s) ds ≥ (x − l) W(x),

and changing the sign of both sides gives the same bound.

```lean
/-- On `[0,1]`, the coupling integral of a nonincreasing integrand lies on or below each line
through its value at `x` with slope `W x`. -/
theorem couplingIntegral_sub_le {W : ℝ → ℝ} (hW : AntitoneOn W (Icc 0 1))
    {x l : ℝ} (hx : x ∈ Icc (0 : ℝ) 1) (hl : l ∈ Icc (0 : ℝ) 1) :
    couplingIntegral W l - couplingIntegral W x ≤ (l - x) * W x := by
  have hint : ∀ a ∈ Icc (0 : ℝ) 1, ∀ b ∈ Icc (0 : ℝ) 1,
      IntervalIntegrable W MeasureTheory.volume a b := fun a ha b hb =>
    (hW.mono (Set.uIcc_subset_Icc ha hb)).intervalIntegrable
  have h0 : (0 : ℝ) ∈ Icc (0 : ℝ) 1 := ⟨le_rfl, zero_le_one⟩
  have hsub : couplingIntegral W l - couplingIntegral W x = ∫ s in x..l, W s :=
    intervalIntegral.integral_interval_sub_left (hint 0 h0 l hl) (hint 0 h0 x hx)
  rw [hsub]
  rcases le_total x l with hxl | hlx
  · -- to the right of `x` the integrand is at most `W x`
    have h : ∫ s in x..l, W s ≤ ∫ _s in x..l, W x :=
      intervalIntegral.integral_mono_on hxl (hint x hx l hl)
        (continuous_const.intervalIntegrable _ _)
        (fun s hs => hW hx ⟨hx.1.trans hs.1, hs.2.trans hl.2⟩ hs.1)
    rw [intervalIntegral.integral_const, smul_eq_mul] at h
    exact h
  · -- to the left of `x` the integrand is at least `W x`
    have h : ∫ _s in l..x, W x ≤ ∫ s in l..x, W s :=
      intervalIntegral.integral_mono_on hlx
        (continuous_const.intervalIntegrable _ _) (hint l hl x hx)
        (fun s hs => hW ⟨hl.1.trans hs.1, hs.2.trans hx.2⟩ hx hs.2)
    rw [intervalIntegral.integral_const, smul_eq_mul] at h
    rw [intervalIntegral.integral_symm]
    linarith
```

The hypothesis `AntitoneOn W (Icc 0 1)` says that W is nonincreasing there. It also supplies integrability, recorded in `hint`, so continuity is not assumed. `hsub` turns the difference of integrals into one integral, `le_total` separates the two orders of x and l, and `integral_mono_on` compares W with the constant W(x) in each.

## The state labelled l wins at coupling l

Insert K into the energy of state x at coupling l:

K(x) + l W(x) = F(x) + (l − x) W(x) ≥ F(l) = K(l) + l W(l).

The inequality is the line bound, and the last equality is the definition of K.

```lean
/-- For a nonincreasing integrand `W`, the energy `T(x) + l W(x)` with `T(x) = F(x) - x W(x)`
is minimised over `x ∈ [0,1]` at `x = l`, for every `l ∈ [0,1]`. -/
theorem realises_kineticPart {W : ℝ → ℝ} (hW : AntitoneOn W (Icc 0 1)) :
    Realises (kineticPart W) W := by
  intro l hl x hx
  have h := couplingIntegral_sub_le hW hx hl
  unfold kineticPart
  linarith
```

After `unfold kineticPart`, the goal is a rearrangement of the line bound, which `linarith` completes.

The same chain identifies the lowest energy at coupling l: it is F(l), attained at x = l.

```lean
/-- For an integrand `W` nonincreasing on `[0,1]` and `l ∈ [0,1]`, the lowest of the energies
`kineticPart W x + l * W x` with `x ∈ [0,1]` is the coupling integral of `W` from `0` to `l`. -/
theorem isLeast_couplingIntegral {W : ℝ → ℝ} (hW : AntitoneOn W (Icc 0 1))
    {l : ℝ} (hl : l ∈ Icc (0 : ℝ) 1) :
    IsLeast ((fun x => kineticPart W x + l * W x) '' Icc 0 1) (couplingIntegral W l) := by
  refine ⟨⟨l, hl, by simp only [kineticPart]; ring⟩, ?_⟩
  rintro _ ⟨x, hx, rfl⟩
  have h := couplingIntegral_sub_le hW hx hl
  simp only [kineticPart]
  linarith
```

`IsLeast` contains both parts, that F(l) is one of the trial energies and that none lies below it. The first component of the proof exhibits x = l, and the second uses the line bound again.

The line bound also gives a neighbouring result, the concavity of F. Take a and b in [0,1], t in [0,1], and l = (1 − t)a + t b. The bound with its line drawn at l gives

F(a) ≤ F(l) + (a − l) W(l),
F(b) ≤ F(l) + (b − l) W(l).

Weighting these by 1 − t and t cancels the slope terms and leaves (1 − t)F(a) + t F(b) ≤ F(l). The lowest energy is therefore a concave function of the coupling; this corollary is derived here by hand only, without a Lean proof.

## Uniqueness for a strictly decreasing integrand

If W is constant, K vanishes and all trial states tie. Strict decrease removes the ties. For x ≠ l, let m = (x + l)/2 and apply the line bound from x to m and from m to l:

F(m) − F(x) ≤ (m − x) W(x),
F(l) − F(m) ≤ (l − m) W(m).

Their sum is

F(l) − F(x) ≤ (l − x) W(x) − (l − m)(W(x) − W(m)).

The last product is positive. If x < l, both factors are positive; if x > l, both are negative. Hence F(l) − F(x) < (l − x) W(x), and state x has strictly higher energy than state l.

```lean
/-- If the integrand is strictly decreasing, every trial state with label `x ≠ l` has
strictly higher energy at coupling `l` than the state labelled `l`. -/
theorem unique_minimiser {W : ℝ → ℝ} (hW : StrictAntiOn W (Icc 0 1))
    {l x : ℝ} (hl : l ∈ Icc (0 : ℝ) 1) (hx : x ∈ Icc (0 : ℝ) 1) (hne : x ≠ l) :
    kineticPart W l + l * W l < kineticPart W x + l * W x := by
  -- apply the line bound on both halves of the interval between `x` and `l`
  obtain ⟨m, hm⟩ : ∃ m : ℝ, m = (x + l) / 2 := ⟨_, rfl⟩
  have hmI : m ∈ Icc (0 : ℝ) 1 :=
    ⟨by linarith [hx.1, hl.1], by linarith [hx.2, hl.2]⟩
  have h1 := couplingIntegral_sub_le hW.antitoneOn hx hmI
  have h2 := couplingIntegral_sub_le hW.antitoneOn hmI hl
  have h3 : 0 < (l - m) * (W x - W m) := by
    rcases lt_or_gt_of_ne hne with h | h
    · exact mul_pos (by linarith) (sub_pos.2 (hW hx hmI (by linarith)))
    · exact mul_pos_of_neg_of_neg (by linarith) (sub_neg.2 (hW hmI hx (by linarith)))
  unfold kineticPart
  linarith
```

`h1` and `h2` are the two half-interval bounds, and `h3` is the positivity of the product, proved separately for the two orders of x and l.

## Every variational family has a nonincreasing W

Now start from any T and W that satisfy the variational requirement, and take x < y in [0,1]. State x is optimal at coupling x, and state y at coupling y:

T(x) + x W(x) ≤ T(y) + x W(y),
T(y) + y W(y) ≤ T(x) + y W(x).

Adding these eliminates T and gives (y − x)(W(y) − W(x)) ≤ 0, so W(y) ≤ W(x). The first inequality then gives

T(x) − T(y) ≤ −x (W(x) − W(y)) ≤ 0,

because x ≥ 0. The interaction energy falls or stays level as the coupling grows, while the remaining energy rises or stays level.

```lean
/-- In any variational family, the interaction energy `W` is nonincreasing and the remaining
energy `T` is nondecreasing in the coupling. -/
theorem Realises.monotonicity {T W : ℝ → ℝ} (h : Realises T W) :
    AntitoneOn W (Icc 0 1) ∧ MonotoneOn T (Icc 0 1) := by
  have hW : AntitoneOn W (Icc 0 1) := by
    intro x hx y hy hxy
    rcases hxy.eq_or_lt with rfl | hlt
    · exact le_rfl
    · by_contra hc
      have h1 := h x hx y hy
      have h2 := h y hy x hx
      have h3 := mul_pos (sub_pos.2 hlt) (sub_pos.2 (not_le.1 hc))
      linarith
  refine ⟨hW, fun x hx y hy hxy => ?_⟩
  have h1 := h x hx y hy
  have h2 := mul_nonneg hx.1 (sub_nonneg.2 (hW hx hy hxy))
  linarith
```

For W, the Lean proof assumes the opposite inequality and obtains a positive product `h3`, which contradicts the sum of `h1` and `h2`. For T, `h2` is the nonnegative product x (W(x) − W(y)).

The two directions combine into an equivalence.

```lean
/-- An integrand is nonincreasing on `[0,1]` exactly when it is the interaction energy of
some variational family. -/
theorem antitoneOn_iff_realisable (W : ℝ → ℝ) :
    AntitoneOn W (Icc 0 1) ↔ ∃ T, Realises T W :=
  ⟨fun hW => ⟨kineticPart W, realises_kineticPart hW⟩, fun ⟨_, h⟩ => h.monotonicity.1⟩
```

In words, W is nonincreasing on [0,1] if and only if some real function T makes state l optimal at every coupling l in [0,1]. For a model adiabatic-connection integrand in density-functional theory, monotonicity is thus the full content of the variational principle at the level of a one-label energy family, though passing this test does not show that the integrand belongs to an actual electron density.

## How much freedom is left in T

Adding a constant to T changes no comparison between states. There is no other freedom, and showing this without differentiating W takes a small lemma. Suppose that a function D satisfies, for all a ≤ b in [0,1],

|D(b) − D(a)| ≤ (b − a)(W(a) − W(b)).

Divide [0,x] into n equal steps of length h = x/n. The bounds on the steps telescope:

|D(x) − D(0)| ≤ h Σₖ [W(kh) − W((k+1)h)] = x (W(0) − W(x))/n,

where k runs from 0 to n − 1. The left side doesn't depend on n, and the right side can be made as small as desired, so D(x) = D(0).

```lean
/-- A function whose change over `[a,b]` is at most `(b - a) (W a - W b)` is constant
on `[0,1]`. -/
theorem constant_of_step_bound {D W : ℝ → ℝ}
    (step : ∀ a ∈ Icc (0 : ℝ) 1, ∀ b ∈ Icc (0 : ℝ) 1, a ≤ b →
      |D b - D a| ≤ (b - a) * (W a - W b))
    {x : ℝ} (hx : x ∈ Icc (0 : ℝ) 1) : D x = D 0 := by
  by_contra hne
  have hd : 0 < |D x - D 0| := abs_pos.2 (sub_ne_zero.2 hne)
  obtain ⟨n, hn⟩ := exists_nat_gt (max (x * (W 0 - W x) / |D x - D 0|) 0)
  have hn0 : (0 : ℝ) < n := lt_of_le_of_lt (le_max_right _ _) hn
  have hn1 := (div_lt_iff₀ hd).1 (lt_of_le_of_lt (le_max_left _ _) hn)
  have hnn : (n : ℝ) ≠ 0 := hn0.ne'
  obtain ⟨h, hh, hnh⟩ : ∃ h : ℝ, 0 ≤ h ∧ (n : ℝ) * h = x :=
    ⟨x / n, div_nonneg hx.1 hn0.le, by field_simp⟩
  -- the bounds of `k` equal steps telescope
  have key : ∀ k : ℕ, k ≤ n → |D (k * h) - D 0| ≤ h * (W 0 - W (k * h)) := by
    intro k
    induction k with
    | zero => intro _; simp
    | succ k ih =>
      intro hk
      have h1 := ih (by omega)
      have hk' : ((k + 1 : ℕ) : ℝ) ≤ n := by exact_mod_cast hk
      have hb : ((k + 1 : ℕ) : ℝ) * h ≤ 1 :=
        (mul_le_mul_of_nonneg_right hk' hh).trans (hnh.le.trans hx.2)
      have e : ((k + 1 : ℕ) : ℝ) * h = k * h + h := by push_cast; ring
      have ha : 0 ≤ (k : ℝ) * h := mul_nonneg (Nat.cast_nonneg k) hh
      rw [e] at hb ⊢
      have h2 := step (k * h) ⟨ha, by linarith⟩ (k * h + h) ⟨by linarith, hb⟩ (by linarith)
      have h3 := abs_sub_le (D (k * h + h)) (D (k * h)) (D 0)
      linarith
  have hend := key n le_rfl
  rw [hnh] at hend
  have hmul := mul_le_mul_of_nonneg_left hend hn0.le
  rw [← mul_assoc, hnh] at hmul
  linarith
```

The proof supposes that D(x) ≠ D(0) and picks an n too large for the bound to allow it. `key` is the telescoped estimate after k steps, proved by induction with the triangle inequality `abs_sub_le`.

To use the lemma, let E(y) = T(y) + y W(y) and D(y) = E(y) − F(y). For a ≤ b, the variational requirement at coupling b, with competitor a, gives E(b) ≤ E(a) + (b − a) W(a). At coupling a, with competitor b, it gives E(a) ≤ E(b) − (b − a) W(b). Together,

(b − a) W(b) ≤ E(b) − E(a) ≤ (b − a) W(a).

The line bound places F(b) − F(a) between the same two limits, since W is already known to be nonincreasing. Two numbers in one interval differ by at most its length, which is the step bound for D. Therefore D(x) = D(0) = T(0), that is,

T(x) = T(0) + F(x) − x W(x).

```lean
/-- The integrand fixes the remaining energy of a variational family up to its value at
zero coupling: `T(x) = T(0) + F(x) - x W(x)`. -/
theorem Realises.eq_kineticPart {T W : ℝ → ℝ} (h : Realises T W)
    {x : ℝ} (hx : x ∈ Icc (0 : ℝ) 1) : T x = T 0 + kineticPart W x := by
  have hc := constant_of_step_bound
    (D := fun y => T y + y * W y - couplingIntegral W y) (W := W) (by
      intro a ha b hb _
      have h1 := h a ha b hb
      have h2 := h b hb a ha
      have h3 := couplingIntegral_sub_le h.monotonicity.1 ha hb
      have h4 := couplingIntegral_sub_le h.monotonicity.1 hb ha
      rw [abs_le]
      constructor <;> linarith) hx
  have h0 : couplingIntegral W 0 = 0 := intervalIntegral.integral_same
  simp only [h0, zero_mul, add_zero, sub_zero] at hc
  unfold kineticPart
  linarith
```

Here `h1` and `h2` are the two variational inequalities and `h3` and `h4` the two line bounds. The guess made from the Hellmann–Feynman theorem is therefore the only possibility up to the constant T(0), the coupling-independent energy of the state at zero coupling, and no derivative was needed to establish it.

## The linear integrand

Take W(s) = w + 2 e s with real constants w and e. When W is taken as the repulsion energy minus the Hartree energy, which is the same at every coupling because the density is fixed, w stands for the exchange energy, and e for the correlation energy at second order in the coupling. Then

F(x) = w x + e x²,
K(x) = w x + e x² − x (w + 2 e x) = −e x².

```lean
/-- For the linear integrand `w + 2 e s`, the coupling-independent energy is `-e x²`. -/
theorem kineticPart_linear (w e x : ℝ) :
    kineticPart (fun s => w + 2 * e * s) x = -e * x ^ 2 := by
  have hF : couplingIntegral (fun s => w + 2 * e * s) x = w * x + e * x ^ 2 := by
    have h1 : IntervalIntegrable (fun _ : ℝ => w) MeasureTheory.volume 0 x :=
      continuous_const.intervalIntegrable _ _
    have hc : Continuous (fun s : ℝ => 2 * e * s) := by fun_prop
    have h2 : IntervalIntegrable (fun s : ℝ => 2 * e * s) MeasureTheory.volume 0 x :=
      hc.intervalIntegrable _ _
    have h3 : ∫ s in (0 : ℝ)..x, (w + 2 * e * s)
        = (∫ _s in (0 : ℝ)..x, w) + ∫ s in (0 : ℝ)..x, 2 * e * s :=
      intervalIntegral.integral_add h1 h2
    change ∫ s in (0 : ℝ)..x, (w + 2 * e * s) = w * x + e * x ^ 2
    rw [h3, intervalIntegral.integral_const, intervalIntegral.integral_const_mul,
      integral_id, smul_eq_mul]
    ring
  unfold kineticPart
  rw [hF]
  ring

end

end CouplingMonotonicityConverse
```

The proof splits the integral into its constant and linear parts and evaluates each. The identity holds for every real e, but the variational reading requires W to be nonincreasing, which means e ≤ 0. The energy at coupling l is then

K(x) + l W(x) = w l + e l² − e (x − l)²,

a parabola in x with its minimum at x = l when e < 0, and a constant when e = 0.

```lean
#print axioms CouplingMonotonicityConverse.unique_minimiser
-- 'CouplingMonotonicityConverse.unique_minimiser' depends on axioms: [propext, Classical.choice, Quot.sound]
#print axioms CouplingMonotonicityConverse.antitoneOn_iff_realisable
-- 'CouplingMonotonicityConverse.antitoneOn_iff_realisable' depends on axioms: [propext, Classical.choice, Quot.sound]
#print axioms CouplingMonotonicityConverse.Realises.eq_kineticPart
-- 'CouplingMonotonicityConverse.Realises.eq_kineticPart' depends on axioms: [propext, Classical.choice, Quot.sound]
#print axioms CouplingMonotonicityConverse.kineticPart_linear
-- 'CouplingMonotonicityConverse.kineticPart_linear' depends on axioms: [propext, Classical.choice, Quot.sound]
```
